# The weight of exactly n self-scatterings in a flight without real scattering

For a flight from time `s` to time `t` with no real scattering, the theorem `selfScatterProb_eq` gives the contribution of exactly `n` self-scatterings as exp(−Γ(t − s)) Λⁿ/n!, where Λ is the integral of the self-scattering rate Γ − `lam u` from `s` to `t`. Here Γ is constant, `lam` is continuous on [0, t], and 0 ≤ s ≤ t; it is not assumed that `lam` stays below Γ, so the contribution need not be a probability. The proof is by induction on `n`, using the recursive definition, which conditions on the first self-scattering. In the induction step the two exponentials combine into a constant factor, and the remaining integral is to be evaluated by `integral_of_tail` from an explicit antiderivative.

An attempt in Lean 4 with a fault in it:

```lean
import Mathlib

open Set

namespace ReesSelfScattering

noncomputable section

/-- Contribution of the flights from `s` to `t` with exactly `n` self-scatterings and no real
scattering, built up by conditioning on the first self-scattering. -/
def selfScatterProb (Γ : ℝ) (lam : ℝ → ℝ) (t : ℝ) : ℕ → ℝ → ℝ
  | 0, s => Real.exp (-(Γ * (t - s)))
  | n + 1, s => ∫ u in s..t,
      (Γ - lam u) * Real.exp (-(Γ * (u - s))) * selfScatterProb Γ lam t n u

/-- The integral of a continuous rate from `s` to `t` agrees on `[0,t]` with a function of `s`
whose derivative is minus the rate. -/
theorem exists_tail_integral {g : ℝ → ℝ} {t : ℝ} (ht : 0 ≤ t) (hg : ContinuousOn g (Icc 0 t)) :
    ∃ F : ℝ → ℝ, (∀ s ∈ Icc 0 t, F s = ∫ u in s..t, g u) ∧
      ∀ s ∈ Icc 0 t, HasDerivAt F (-g s) s := by
  -- extend the rate continuously beyond the interval
  obtain ⟨G, hG, hGg⟩ : ∃ G : ℝ → ℝ, Continuous G ∧ ∀ u ∈ Icc 0 t, G u = g u :=
    ⟨IccExtend ht ((Icc 0 t).domRestrict g),
      (continuousOn_iff_continuous_domRestrict.mp hg).Icc_extend',
      fun u hu => by rw [IccExtend_of_mem ht _ hu]; rfl⟩
  refine ⟨fun s => ∫ u in s..t, G u, fun s hs => ?_, fun s hs => ?_⟩
  · apply intervalIntegral.integral_congr
    intro u hu
    rw [uIcc_of_le hs.2] at hu
    exact hGg u ⟨hs.1.trans hu.1, hu.2⟩
  · have h := intervalIntegral.integral_hasDerivAt_left (hG.intervalIntegrable s t)
      (hG.stronglyMeasurableAtFilter _ _) hG.continuousAt
    rwa [hGg s hs] at h

/-- If `g` is continuous on `[0,t]` and `P` has derivative `-g` there, then for `s` in `[0,t]` the
integral of `g` from `s` to `t` is `P s - P t`. -/
theorem integral_of_tail {g P : ℝ → ℝ} {t s : ℝ} (hs : s ∈ Icc 0 t)
    (hg : ContinuousOn g (Icc 0 t)) (hP : ∀ u ∈ Icc 0 t, HasDerivAt P (-g u) u) :
    ∫ u in s..t, g u = P s - P t := by
  have hsub : uIcc s t ⊆ Icc 0 t := by
    rw [uIcc_of_le hs.2]
    exact Icc_subset_Icc_left hs.1
  calc ∫ u in s..t, g u = -P t - -P s :=
        intervalIntegral.integral_eq_sub_of_hasDerivAt (f := fun u => -P u)
          (fun u hu => (hP u (hsub hu)).fun_neg.congr_deriv (neg_neg _))
          (hg.mono hsub).intervalIntegrable
    _ = P s - P t := by ring

/-- For `lam` continuous on `[0,t]` and `s` in `[0,t]`, the contribution of exactly `n`
self-scatterings is `exp (-Γ (t - s))` times the `n`-th power of the integrated self-scattering rate
over `n!`. -/
theorem selfScatterProb_eq {Γ t : ℝ} {lam : ℝ → ℝ} (hlam : ContinuousOn lam (Icc 0 t)) (n : ℕ) :
    ∀ s ∈ Icc 0 t, selfScatterProb Γ lam t n s =
      Real.exp (-(Γ * (t - s))) * ((∫ u in s..t, (Γ - lam u)) ^ n / (n.factorial : ℝ)) := by
  induction n with
  | zero => intro s _; simp [selfScatterProb]
  | succ n ih =>
    intro s hs
    have ht : 0 ≤ t := hs.1.trans hs.2
    have hg : ContinuousOn (fun u => Γ - lam u) (Icc 0 t) := continuousOn_const.sub hlam
    obtain ⟨M, hM, hM'⟩ := exists_tail_integral ht hg
    have hMt : M t = 0 := by rw [hM t ⟨ht, le_rfl⟩, intervalIntegral.integral_same]
    have hMc : ContinuousOn M (Icc 0 t) :=
      fun u hu => (hM' u hu).continuousAt.continuousWithinAt
    have hcongr : selfScatterProb Γ lam t (n + 1) s = ∫ u in s..t,
        (Γ - lam u) * (Real.exp (-(Γ * (t - s))) * (M u ^ n / (n.factorial : ℝ))) := by
      rw [selfScatterProb]
      apply intervalIntegral.integral_congr
      intro u hu
      rw [uIcc_of_le hs.2] at hu
      have hu' : u ∈ Icc 0 t := ⟨hs.1.trans hu.1, hu.2⟩
      have he : Real.exp (-(Γ * (t - s))) =
          Real.exp (-(Γ * (u - s))) * Real.exp (-(Γ * (t - u))) := by
        rw [← Real.exp_add]
        congr 1
        ring
      simp only [ih u hu', ← hM u hu', he]
      ring
    have hfac : ((n : ℝ) + 1) * ((n + 1).factorial : ℝ)⁻¹ = (n.factorial : ℝ)⁻¹ := by
      rw [Nat.factorial_succ]
      push_cast
      field_simp
    have hint := integral_of_tail (P := fun v => Real.exp (-(Γ * (t - s))) *
        (M v ^ (n + 1) / ((n + 1).factorial : ℝ))) hs
      (hg.mul (continuousOn_const.mul ((hMc.pow n).div_const (n.factorial : ℝ))))
      (fun u hu => ((((hM' u hu).fun_pow (n + 1)).div_const _).const_mul _).congr_deriv (by
        simp only [Nat.cast_add, Nat.cast_one, Nat.add_sub_cancel]
        linear_combination
          (-(Γ - lam u) * Real.exp (-(Γ * (t - s))) * M u ^ n) * hfac))
    rw [hcongr, ← hM s hs]
    refine hint.trans ?_
    simp [hMt]

end

end ReesSelfScattering
```

Compiling this gives:

```
Main.lean:88:8: error: ring failed, ring expressions not equal
Γ t : ℝ
lam : ℝ → ℝ
hlam : ContinuousOn lam (Icc 0 t)
n : ℕ
ih :
  ∀ s ∈ Icc 0 t,
    selfScatterProb Γ lam t n s = Real.exp (-(Γ * (t - s))) * ((∫ (u : ℝ) in s..t, Γ - lam u) ^ n / ↑n.factorial)
s : ℝ
hs : s ∈ Icc 0 t
ht : 0 ≤ t
hg : ContinuousOn (fun u => Γ - lam u) (Icc 0 t)
M : ℝ → ℝ
hM : ∀ s ∈ Icc 0 t, M s = ∫ (u : ℝ) in s..t, Γ - lam u
hM' : ∀ s ∈ Icc 0 t, HasDerivAt M (-(Γ - lam s)) s
hMt : M t = 0
hMc : ContinuousOn M (Icc 0 t)
hcongr :
  selfScatterProb Γ lam t (n + 1) s =
    ∫ (u : ℝ) in s..t, (Γ - lam u) * (Real.exp (-(Γ * (t - s))) * (M u ^ n / ↑n.factorial))
hfac : (↑n + 1) * (↑(n + 1).factorial)⁻¹ = (↑n.factorial)⁻¹
u : ℝ
hu : u ∈ Icc 0 t
⊢ -(Real.exp (-(Γ * (t - s))) * M u ^ n * Γ * (↑n.factorial)⁻¹) +
        Real.exp (-(Γ * (t - s))) * M u ^ n * lam u * (↑n.factorial)⁻¹ +
      (((fun u => Γ - lam u) * fun x => ?m.406) * fun x => (M ^ n) x / ↑n.factorial) u =
    0
```

Diagnosis. The error comes from the `linear_combination` that checks the derivative of `P`. The call to `integral_of_tail` does not say what the integrand `g` is, so Lean takes it from the continuity proof. That proof is built with `.mul` and yields a product of functions applied to `u`, not a product of their values at `u`. `ring` does not open up such an application, so its terms cannot cancel against the others. The product also contains an unknown constant, `?m.406`, because nothing has told `continuousOn_const` which constant is meant.

The repair states `g` explicitly as a function of `u`, with the exponential written out. The derivative goal then contains ordinary products of numbers, which `linear_combination` can close with `hfac`. The added `(c := ...)` names the same exponential in the continuity proof, so that the constant is not left to inference there either. The messages do not show whether this second change is needed once `g` is given.

The change, after which it compiles:

```diff
@@ -81,7 +81,11 @@
       push_cast
       field_simp
-    have hint := integral_of_tail (P := fun v => Real.exp (-(Γ * (t - s))) *
+    have hint := integral_of_tail
+      (g := fun u => (Γ - lam u) *
+        (Real.exp (-(Γ * (t - s))) * (M u ^ n / (n.factorial : ℝ))))
+      (P := fun v => Real.exp (-(Γ * (t - s))) *
         (M v ^ (n + 1) / ((n + 1).factorial : ℝ))) hs
-      (hg.mul (continuousOn_const.mul ((hMc.pow n).div_const (n.factorial : ℝ))))
+      (hg.mul ((continuousOn_const (c := Real.exp (-(Γ * (t - s))))).mul
+        ((hMc.pow n).div_const (n.factorial : ℝ))))
       (fun u hu => ((((hM' u hu).fun_pow (n + 1)).div_const _).const_mul _).congr_deriv (by
         simp only [Nat.cast_add, Nat.cast_one, Nat.add_sub_cancel]
```
